# Every SU(2) rotation of a spin-1/2 other than the identity is the square of an antiunitary operator

An antiunitary operator on a two-level system is a unitary matrix U times complex conjugation, and its square is the matrix U conj(U), with the conjugate taken entry by entry. `root_spec` states that for any W in SU(2) other than the identity, the explicit matrix U = (1 − W)J/√(2 − Re tr W), with J = [[0, 1], [−1, 0]], is unitary and satisfies U conj(U) = W. The attempt writes W in terms of two amplitudes a and b with |a|² + |b|² = 1, and shows that 2 − Re tr W is positive when W is not the identity. It then works out the entries of U in the step `hroot`, and gets both claims from two products of 2 × 2 matrices.

The first attempt, which Lean rejects:

```lean
import Mathlib

open Matrix ComplexConjugate

namespace RootSpec

/-- Cayley–Klein form: a matrix in SU(2) is fixed by two amplitudes a, b with
|a|² + |b|² = 1. -/
theorem cayley_klein {W : Matrix (Fin 2) (Fin 2) ℂ} (hW : W ∈ specialUnitaryGroup (Fin 2) ℂ) :
    ∃ a b : ℂ, W = !![a, b; -conj b, conj a] ∧ a * conj a + b * conj b = 1 := by
  obtain ⟨hU, hd⟩ := mem_specialUnitaryGroup_iff.mp hW
  -- the adjoint and the adjugate are both the inverse
  have hs : star W = W.adjugate := by
    calc star W = star W * (W * W.adjugate) := by
          rw [Matrix.mul_adjugate, hd, one_smul, mul_one]
      _ = W.adjugate := by rw [← mul_assoc, mem_unitaryGroup_iff'.mp hU, one_mul]
  have h0 : conj (W 0 0) = W 1 1 := by
    simpa [Matrix.adjugate_fin_two, Matrix.star_apply] using congrArg (fun M => M 0 0) hs
  have h1 : conj (W 0 1) = -W 1 0 := by
    simpa [Matrix.adjugate_fin_two, Matrix.star_apply] using congrArg (fun M => M 1 0) hs
  refine ⟨W 0 0, W 0 1, ?_, ?_⟩
  · ext i j
    fin_cases i <;> fin_cases j <;> simp [h0, h1]
  · rw [Matrix.det_fin_two] at hd
    rw [h0, h1]
    linear_combination hd

/-- The matrix (1 - W) J / √(2 - Re tr W) with J = [[0, 1], [-1, 0]], for W with
Re tr W < 2. -/
noncomputable def root (W : Matrix (Fin 2) (Fin 2) ℂ) : Matrix (Fin 2) (Fin 2) ℂ :=
  (((√(2 - W.trace.re))⁻¹ : ℝ) : ℂ) • ((1 - W) * !![0, 1; -1, 0])

/-- For W in SU(2) other than the identity, U = `root W` is unitary and U conj(U) = W. -/
theorem root_spec {W : Matrix (Fin 2) (Fin 2) ℂ} (hW : W ∈ specialUnitaryGroup (Fin 2) ℂ)
    (hne : W ≠ 1) : root W ∈ unitaryGroup (Fin 2) ℂ ∧ root W * (root W).map star = W := by
  obtain ⟨a, b, rfl, hab⟩ := cayley_klein hW
  have hn := congrArg Complex.re hab
  simp only [Complex.add_re, Complex.mul_re, Complex.conj_re, Complex.conj_im,
    Complex.one_re] at hn
  -- the normalisation is positive away from the identity
  have hpos : 0 < 2 - 2 * a.re := by
    by_contra hcon
    have h1 : a.re = 1 := le_antisymm
      (by nlinarith [sq_nonneg a.im, sq_nonneg b.re, sq_nonneg b.im]) (by linarith)
    rw [h1] at hn
    have h2 : a.im = 0 := (pow_eq_zero_iff two_ne_zero).mp
      (by nlinarith [sq_nonneg a.im, sq_nonneg b.re, sq_nonneg b.im])
    have h3 : b.re = 0 := (pow_eq_zero_iff two_ne_zero).mp
      (by nlinarith [sq_nonneg a.im, sq_nonneg b.re, sq_nonneg b.im])
    have h4 : b.im = 0 := (pow_eq_zero_iff two_ne_zero).mp
      (by nlinarith [sq_nonneg a.im, sq_nonneg b.re, sq_nonneg b.im])
    have ha : a = 1 := Complex.ext h1 h2
    have hb : b = 0 := Complex.ext h3 h4
    apply hne
    rw [ha, hb]
    ext i j
    fin_cases i <;> fin_cases j <;> simp
  have htr : 2 - (!![a, b; -conj b, conj a]).trace.re = 2 - 2 * a.re := by
    have h : (!![a, b; -conj b, conj a]).trace = a + conj a := by simp [Matrix.trace_fin_two]
    rw [h, Complex.add_re, Complex.conj_re]
    ring
  obtain ⟨r, hrdef⟩ : ∃ r : ℝ, r = (√(2 - 2 * a.re))⁻¹ := ⟨_, rfl⟩
  have hr : (r : ℂ) * r * (2 - a - conj a) = 1 := by
    have h : r * r * (2 - 2 * a.re) = 1 := by
      rw [hrdef, ← mul_inv, Real.mul_self_sqrt hpos.le, inv_mul_cancel₀ hpos.ne']
    have h2 : 2 - a - conj a = ((2 - 2 * a.re : ℝ) : ℂ) := by
      have h3 := Complex.add_conj a
      push_cast at h3 ⊢
      linear_combination -h3
    rw [h2]
    exact_mod_cast h
  have hroot : root !![a, b; -conj b, conj a]
      = (r : ℂ) • !![b, 1 - a; -(1 - conj a), conj b] := by
    rw [root, htr, ← hrdef]
    congr 1
    ext i j
    fin_cases i <;> fin_cases j <;> simp [Matrix.mul_apply, Fin.sum_univ_succ]
  -- the two matrix products, with the conjugates as independent symbols
  have key : ∀ a b a' b' : ℂ, a * a' + b * b' = 1 →
      !![b, 1 - a; -(1 - a'), b'] * !![b', -(1 - a); 1 - a', b]
        = (2 - a - a') • (1 : Matrix (Fin 2) (Fin 2) ℂ) ∧
      !![b, 1 - a; -(1 - a'), b'] * !![b', 1 - a'; -(1 - a), b]
        = (2 - a - a') • !![a, b; -b', a'] := by
    intro a b a' b' h
    constructor <;> ext i j <;> fin_cases i <;> fin_cases j <;>
      simp [Matrix.mul_apply, Fin.sum_univ_succ] <;>
      first | ring1 | linear_combination h
  obtain ⟨k1, k2⟩ := key a b (conj a) (conj b) hab
  have hst : star ((r : ℂ) • !![b, 1 - a; -(1 - conj a), conj b])
      = (r : ℂ) • !![conj b, -(1 - a); 1 - conj a, b] := by
    ext i j
    fin_cases i <;> fin_cases j <;> simp [Matrix.star_apply]
  have hmap : ((r : ℂ) • !![b, 1 - a; -(1 - conj a), conj b]).map star
      = (r : ℂ) • !![conj b, 1 - conj a; -(1 - a), b] := by
    ext i j
    fin_cases i <;> fin_cases j <;> simp
  rw [hroot]
  constructor
  · rw [mem_unitaryGroup_iff, hst, smul_mul_smul_comm, k1, smul_smul, hr, one_smul]
  · rw [hmap, smul_mul_smul_comm, k2, smul_smul, hr, one_smul]

end RootSpec
```

Compiling this gives:

```
Main.lean:73:57: error: unsolved goals
case e_a.«_@»._internal._hyg.0.«1».«0»
a b : ℂ
hab : a * (starRingEnd ℂ) a + b * (starRingEnd ℂ) b = 1
hW : !![a, b; -(starRingEnd ℂ) b, (starRingEnd ℂ) a] ∈ specialUnitaryGroup (Fin 2) ℂ
hne : !![a, b; -(starRingEnd ℂ) b, (starRingEnd ℂ) a] ≠ 1
hn : a.re * a.re - a.im * -a.im + (b.re * b.re - b.im * -b.im) = 1
hpos : 0 < 2 - 2 * a.re
htr : 2 - !![a, b; -(starRingEnd ℂ) b, (starRingEnd ℂ) a].trace.re = 2 - 2 * a.re
r : ℝ
hrdef : r = (√(2 - 2 * a.re))⁻¹
hr : ↑r * ↑r * (2 - a - (starRingEnd ℂ) a) = 1
⊢ 1 1 (Fin.succ 0) = 1
```

Fix (accepted with no message):

```diff
@@ -75,5 +75,5 @@
     congr 1
     ext i j
-    fin_cases i <;> fin_cases j <;> simp [Matrix.mul_apply, Fin.sum_univ_succ]
+    fin_cases i <;> fin_cases j <;> simp [Matrix.mul_apply, Fin.sum_univ_two]
   -- the two matrix products, with the conjugates as independent symbols
   have key : ∀ a b a' b' : ℂ, a * a' + b * b' = 1 →
```

Cause. The error is in `hroot`, which compares (1 − W)J with its expected value entry by entry. `simp` leaves one goal open, in row 1, column 0: `1 1 (Fin.succ 0) = 1`. The first `1` there is the identity matrix, and the goal asks for its entry in row `1`, column `Fin.succ 0`. With two indices, `Fin.succ 0` is the index `1`, so this is a diagonal entry and the goal is true. But `simp` did not reduce `Fin.succ 0` to `1`, so it did not see that the row and column agree.

The successor comes from `Fin.sum_univ_succ`, which splits a sum into its term at `0` and a sum over successors. The repair uses `Fin.sum_univ_two` instead, which writes a sum over two indices directly as the terms at `0` and `1`. The entry then appears as `1 1 1`, which `simp` evaluates to 1 as a diagonal entry of the identity.
